# With positive semidefinite coefficients, each qubit damping rate is at most the sum of the other two

**Q:** Number the Pauli matrices $\sigma_0,\sigma_1,\sigma_2$ for $x,y,z$, and take pure dephasing, $c(\sigma_2\rho\sigma_2-\rho)$ with $c\ge 0$. The Bloch components decay at rates $(2c,2c,0)$. Where is an inequality in that?

**A:** A jump along one axis damps the other two axes equally. With strengths $c_0,c_1,c_2$ along all three, the rates are $\gamma_0=2(c_1+c_2)$ and its cyclic partners, so $\gamma_1+\gamma_2-\gamma_0=4c_0\ge 0$. The general case replaces the strengths by a matrix $C$.

```lean
import Mathlib

open Matrix
open scoped ComplexOrder

namespace QubitRelaxation

noncomputable section

/-- The three Pauli matrices, numbered 0, 1, 2 for x, y, z. -/
def pauli : Fin 3 → Matrix (Fin 2) (Fin 2) ℂ :=
  ![!![0, 1; 1, 0], !![0, -Complex.I; Complex.I, 0], !![1, 0; 0, -1]]
```

**Q:** Which master equation is this, exactly?

**A:** Only its dissipative part:
$$D(\rho)=\sum_{ab}C_{ab}\left(\sigma_a\rho\sigma_b-\tfrac12\{\sigma_b\sigma_a,\rho\}\right).$$
There is no Hamiltonian, and no time evolution is solved. `dissipator` is this double sum, and `blochState r` is $\rho=\tfrac12(1+\sum_j r_j\sigma_j)$ for any real $r$, even one longer than 1.

```lean
/-- The qubit dissipator with coefficient matrix `C` in the Pauli basis. -/
def dissipator (C : Matrix (Fin 3) (Fin 3) ℂ) (ρ : Matrix (Fin 2) (Fin 2) ℂ) :
    Matrix (Fin 2) (Fin 2) ℂ :=
  ∑ a, ∑ b, C a b • (pauli a * ρ * pauli b
    - (1 / 2 : ℂ) • (pauli b * pauli a * ρ + ρ * (pauli b * pauli a)))

/-- The matrix `(1 + r·σ)/2` with Bloch vector `r`. -/
def blochState (r : Fin 3 → ℝ) : Matrix (Fin 2) (Fin 2) ℂ :=
  (1 / 2 : ℂ) • (1 + ∑ j, (r j : ℂ) • pauli j)
```

**Q:** And the damping matrix is simply declared?

**A:** It is defined first and then shown to be the right one. The definitions are $\Gamma=2(\mathrm{Tr}\,C\;1-\mathrm{Re}\,C)$ and a constant drift $b$, with $b_0=-4\,\mathrm{Im}\,C_{12}$ and cyclic partners.

```lean
/-- The damping matrix `2 (Tr C · 1 - Re C)`. -/
def damping (C : Matrix (Fin 3) (Fin 3) ℂ) : Matrix (Fin 3) (Fin 3) ℝ :=
  (2 : ℝ) • (C.trace.re • (1 : Matrix (Fin 3) (Fin 3) ℝ) - C.map Complex.re)

/-- The constant drift of the Bloch vector, built from the imaginary part of `C`. -/
def drift (C : Matrix (Fin 3) (Fin 3) ℂ) : Fin 3 → ℝ :=
  ![-4 * (C 1 2).im, -4 * (C 2 0).im, -4 * (C 0 1).im]
```

By hand, for Hermitian $C$, the identity part of $\rho$ gives
$$\tfrac12\sum_{ab}C_{ab}[\sigma_a,\sigma_b]=i\sum_{abk}C_{ab}\,\epsilon_{abk}\sigma_k=-\sum_{abk}\mathrm{Im}\,C_{ab}\,\epsilon_{abk}\sigma_k=\tfrac12\sum_k b_k\sigma_k,$$
because only the antisymmetric part of $C$, which is $i\,\mathrm{Im}\,C$, survives. For the rest, use
$$\sigma_a\sigma_j\sigma_b=\delta_{aj}\sigma_b+\delta_{jb}\sigma_a-\delta_{ab}\sigma_j+i\epsilon_{ajb},\qquad \tfrac12\{\sigma_b\sigma_a,\sigma_j\}=\delta_{ab}\sigma_j+i\epsilon_{baj}.$$
The $\epsilon$ terms are equal and cancel, leaving
$$D(\sigma_j)=\sum_i(C_{ij}+C_{ji})\sigma_i-2\,\mathrm{Tr}\,C\,\sigma_j=-\sum_i\Gamma_{ij}\sigma_i.$$
Together, $D(\rho)=\tfrac12\sum_i(b-\Gamma r)_i\sigma_i$, which is the Bloch equation $\dot r=b-\Gamma r$.

**Q:** Does the Lean proof use that algebra?

**A:** It reaches the same identity by matrix entries. `blochState_eq` writes out $\rho$, and `trace_pauli_mul_blochState` confirms that $r_i=\mathrm{Tr}(\sigma_i\rho)$. `dissipator_entries` then expands the double sum on an arbitrary $2\times2$ matrix.

```lean
/-- The matrix entries of `blochState r` in terms of `r`. -/
theorem blochState_eq (r : Fin 3 → ℝ) :
    blochState r = !![(1 + (r 2 : ℂ)) / 2, ((r 0 : ℂ) - Complex.I * (r 1 : ℂ)) / 2;
      ((r 0 : ℂ) + Complex.I * (r 1 : ℂ)) / 2, (1 - (r 2 : ℂ)) / 2] := by
  ext i j
  fin_cases i <;> fin_cases j <;>
    simp [blochState, pauli, Fin.sum_univ_three] <;> ring

/-- The trace of a Pauli matrix times `blochState r` is the matching component of `r`. -/
theorem trace_pauli_mul_blochState (r : Fin 3 → ℝ) (i : Fin 3) :
    (pauli i * blochState r).trace = r i := by
  rw [blochState_eq]
  fin_cases i <;> apply Complex.ext <;> simp [pauli, Matrix.trace_fin_two] <;> ring

set_option maxHeartbeats 400000 in
/-- The matrix entries of the dissipator acting on an arbitrary 2×2 matrix. -/
theorem dissipator_entries (C : Matrix (Fin 3) (Fin 3) ℂ) (p q s t : ℂ) :
    dissipator C !![p, q; s, t] =
      !![Complex.I * (C 0 1 - C 1 0) * (p + t) - (C 0 0 + C 1 1) * (p - t)
          + (C 0 2 + C 2 0) * (q + s) / 2 + Complex.I * (C 1 2 + C 2 1) * (q - s) / 2,
        (Complex.I * (C 1 2 - C 2 1) + C 2 0 - C 0 2) * (p + t)
          - (C 1 1 + C 2 2) * (q + s) - (C 0 0 + C 2 2) * (q - s)
          - Complex.I * (C 0 1 + C 1 0) * s
          + (C 0 2 + C 2 0 - Complex.I * (C 1 2 + C 2 1)) * (p - t) / 2;
        (Complex.I * (C 1 2 - C 2 1) - C 2 0 + C 0 2) * (p + t)
          - (C 1 1 + C 2 2) * (q + s) + (C 0 0 + C 2 2) * (q - s)
          + Complex.I * (C 0 1 + C 1 0) * q
          + (C 0 2 + C 2 0 + Complex.I * (C 1 2 + C 2 1)) * (p - t) / 2,
        -(Complex.I * (C 0 1 - C 1 0) * (p + t)) + (C 0 0 + C 1 1) * (p - t)
          - (C 0 2 + C 2 0) * (q + s) / 2 - Complex.I * (C 1 2 + C 2 1) * (q - s) / 2] := by
  ext i j
  fin_cases i <;> fin_cases j <;>
    simp [dissipator, pauli, Fin.sum_univ_three] <;> ring_nf <;>
    simp only [Complex.I_sq] <;> ring
```

In `dissipator_blochState`, `hre` and `him` express hermiticity as a symmetric real part and an antisymmetric imaginary part. The proof then compares the real and imaginary parts of all four entries.

```lean
set_option maxHeartbeats 400000 in
/-- Bloch equation for Hermitian `C`: the dissipator changes the Bloch vector `r` at the rate `drift
C - damping C *ᵥ r`. -/
theorem dissipator_blochState {C : Matrix (Fin 3) (Fin 3) ℂ} (hC : C.IsHermitian)
    (r : Fin 3 → ℝ) :
    dissipator C (blochState r) =
      (1 / 2 : ℂ) • ∑ i, ((drift C i - (damping C *ᵥ r) i : ℝ) : ℂ) • pauli i := by
  -- hermiticity: symmetric real part, antisymmetric imaginary part
  have hre : ∀ i j, (C i j).re = (C j i).re := by
    intro i j
    have h := congrArg Complex.re (hC.apply i j)
    simpa using h.symm
  have him : ∀ i j, (C i j).im = -(C j i).im := by
    intro i j
    have h := congrArg Complex.im (hC.apply i j)
    simpa using h.symm
  have h0 : ∀ i, (C i i).im = 0 := fun i => by linarith [him i i]
  rw [blochState_eq, dissipator_entries]
  -- compare real and imaginary parts of the four entries
  ext i j
  fin_cases i <;> fin_cases j <;> apply Complex.ext <;>
    simp [pauli, drift, damping, Fin.sum_univ_three, Matrix.trace_fin_three,
      Matrix.mulVec, dotProduct, Matrix.one_apply, hre 1 0, hre 2 0, hre 2 1,
      him 1 0, him 2 0, him 2 1, h0] <;> ring_nf <;> simp only [or_true]
```

**Q:** Hermiticity gives the equation, but what gives the inequality?

**A:** Positive semidefiniteness of $C$, which is assumed and not derived from a bath. Physically, it says that $C$ splits into jump operators with nonnegative rates, so that the evolution is completely positive: states stay positive even when the qubit is entangled with something else.

Write $A=\mathrm{Re}\,C$. For real $w$, the number $w^TCw$ is nonnegative, and its real part is $w^TAw$, so $w^TAw\ge0$.

The Lean device here is the order on complex numbers, opened by `ComplexOrder`. In it, $0\le z$ means that $0\le\mathrm{Re}\,z$ and $\mathrm{Im}\,z=0$. `PosSemidef` supplies such an inequality for every complex vector. The proof feeds it a real vector, unpacks the order with `Complex.le_def`, and keeps the first half with `.1`. This is how a complex hypothesis becomes a real inequality that `linarith` can use.

```lean
/-- The real part of a positive semidefinite matrix has a nonnegative quadratic form. -/
theorem re_form_nonneg {C : Matrix (Fin 3) (Fin 3) ℂ} (hC : C.PosSemidef)
    (w : Fin 3 → ℝ) : 0 ≤ w ⬝ᵥ (C.map Complex.re *ᵥ w) := by
  have h := (Complex.le_def.mp (hC.dotProduct_mulVec_nonneg (fun i => (w i : ℂ)))).1
  simp [dotProduct, Matrix.mulVec, Fin.sum_univ_three] at h ⊢
  linarith
```

**Q:** Rates depend on the axes. Which axes do you mean?

**A:** Any orthonormal ones. The columns of `O` are the axes, `Oᵀ * O = 1` makes them orthonormal, and the rates are the diagonal entries of $O^T\Gamma O$. For a unit column $u$, the rate is
$$u^T\Gamma u=2(\mathrm{Tr}\,A-u^TAu).$$
The three rates add up to $\mathrm{Tr}\,\Gamma=4\,\mathrm{Tr}\,A$ in every frame. The other two rates minus this one therefore give
$$\mathrm{Tr}\,\Gamma-2u^T\Gamma u=4u^TAu\ge0.$$
For nonnegativity, let $e_k$ be the basis vectors. Since $\sum_k(u\times e_k)(u\times e_k)^T=|u|^2\,1-uu^T$,
$$u^T\Gamma u=2\sum_k(u\times e_k)^TA(u\times e_k)\ge0.$$

In the code, `hent` is the formula for the rate, `htr` is the frame-independent trace, and `hu` is the unit length. `p` is positivity along $u$, while `p0`, `p1` and `p2` are positivity along the cross products. `hsum` lets $i,j,k$ be any ordering of the three axes, and `linarith` combines the inequalities.

```lean
/-- For positive semidefinite `C` and every orthonormal frame `O`, each diagonal damping rate is
nonnegative and at most the sum of the other two. -/
theorem damping_rates {C : Matrix (Fin 3) (Fin 3) ℂ} (hC : C.PosSemidef)
    {O : Matrix (Fin 3) (Fin 3) ℝ} (hO : Oᵀ * O = 1) {i j k : Fin 3}
    (hij : i ≠ j) (hjk : j ≠ k) (hik : i ≠ k) :
    0 ≤ (Oᵀ * damping C * O) i i ∧
      (Oᵀ * damping C * O) i i ≤
        (Oᵀ * damping C * O) j j + (Oᵀ * damping C * O) k k := by
  have hsum : ∀ (g : Fin 3 → ℝ) (i j k : Fin 3), i ≠ j → j ≠ k → i ≠ k →
      g i + g j + g k = g 0 + g 1 + g 2 := by
    intro g i j k
    fin_cases i <;> fin_cases j <;> fin_cases k <;> simp <;> ring
  -- the sum of the three rates does not depend on the frame
  have htr : (Oᵀ * damping C * O).trace = (damping C).trace := by
    rw [Matrix.trace_mul_cycle, mul_eq_one_comm.mp hO, one_mul]
  have hs : (Oᵀ * damping C * O) i i + (Oᵀ * damping C * O) j j + (Oᵀ * damping C * O) k k =
      (Oᵀ * damping C * O) 0 0 + (Oᵀ * damping C * O) 1 1 + (Oᵀ * damping C * O) 2 2 :=
    hsum (fun l => (Oᵀ * damping C * O) l l) i j k hij hjk hik
  rw [Matrix.trace_fin_three] at htr
  have hu : O 0 i * O 0 i + O 1 i * O 1 i + O 2 i * O 2 i = 1 := by
    have h := congrFun (congrFun hO i) i
    simpa [Matrix.mul_apply, Fin.sum_univ_three] using h
  -- positivity along axis i and along its cross products with the basis vectors
  have p := re_form_nonneg hC (fun l => O l i)
  have p0 := re_form_nonneg hC ![0, O 2 i, -O 1 i]
  have p1 := re_form_nonneg hC ![-O 2 i, 0, O 0 i]
  have p2 := re_form_nonneg hC ![O 1 i, -O 0 i, 0]
  have hent : (Oᵀ * damping C * O) i i =
      2 * ((C 0 0).re + (C 1 1).re + (C 2 2).re)
        * (O 0 i * O 0 i + O 1 i * O 1 i + O 2 i * O 2 i)
      - 2 * ((fun l => O l i) ⬝ᵥ (C.map Complex.re *ᵥ (fun l => O l i))) := by
    simp [damping, Matrix.mul_apply, Matrix.trace_fin_three, Matrix.one_apply,
      dotProduct, Matrix.mulVec, Fin.sum_univ_three]
    ring
  have htC : (damping C).trace = 4 * ((C 0 0).re + (C 1 1).re + (C 2 2).re) := by
    simp [damping, Matrix.trace_fin_three]
    ring
  constructor
  · rw [hent]
    simp [dotProduct, Matrix.mulVec, Fin.sum_univ_three] at p0 p1 p2 ⊢
    linarith
  · rw [hu] at hent

    linarith
```

**Q:** Show me numbers with off-diagonal terms.

**A:** Take
$$C=\begin{pmatrix}2&1&0\\1&2&0\\0&0&0\end{pmatrix},\qquad \Gamma=\begin{pmatrix}4&-2&0\\-2&4&0\\0&0&8\end{pmatrix}.$$
$C$ has eigenvalues $3,1,0$. In the original frame the rates are $4,4,8$, and $8=4+4$ is an equality. Rotate the first two axes by 45° and the rates become $2,6,8$. For $u=(1,1,0)/\sqrt2$ the margin is $6+8-2=12$, which is $4u^TAu$ with $u^TAu=3$.

**Q:** So where do $T_1$ and $T_2$ come in?

**A:** Set the two transverse rates to $1/T_2$ and the longitudinal one to $1/T_1$. The inequality for axis 2 reads $1/T_1\le2/T_2$, which is $T_2\le2T_1$. `T2_le_two_T1` takes the frame `O = 1` and clears denominators.

```lean
/-- If `C` is positive semidefinite and the diagonal entries of `damping C` are `1 / T2`, `1 / T2`
and `1 / T1` with `T1` and `T2` positive, then `T2 ≤ 2 T1`. -/
theorem T2_le_two_T1 {C : Matrix (Fin 3) (Fin 3) ℂ} (hC : C.PosSemidef) {T1 T2 : ℝ}
    (h1 : 0 < T1) (h2 : 0 < T2) (hx : damping C 0 0 = 1 / T2)
    (hy : damping C 1 1 = 1 / T2) (hz : damping C 2 2 = 1 / T1) : T2 ≤ 2 * T1 := by
  have h := (damping_rates hC (O := 1) (by simp) (i := 2) (j := 0) (k := 1)
    (by decide) (by decide) (by decide)).2
  simp only [Matrix.transpose_one, one_mul, mul_one] at h
  rw [hx, hy, hz, ← add_div, div_le_div_iff₀ h1 h2] at h
  linarith
```

The theorem fixes only the diagonal of $\Gamma$. Reading $T_1$ and $T_2$ as exponential decay times also needs vanishing off-diagonal entries. Both times are finite and positive, so pure dephasing, with its zero longitudinal rate, falls under `damping_rates` instead.

**Q:** Can the factor 2 be reached?

**A:** Yes, for example by pure decay into the state with $r_2=1$. Expanding the dissipator of the jump operator $s(\sigma_0+i\sigma_1)$ gives $C_{ab}=l_al_b^*$ with $l=(s,is,0)$, which is `decay s`. Its rates are $2s^2,2s^2,4s^2$, so $T_2=2T_1$ whenever $s\ne0$. Lean proves positivity by writing $C$ as $v^\dagger v$ with the one-row matrix $v=(s,-is,0)$.

```lean
/-- The coefficient matrix of the single jump operator `s (σx + i σy)`. -/
def decay (s : ℝ) : Matrix (Fin 3) (Fin 3) ℂ :=
  ((s : ℂ) ^ 2) • !![1, -Complex.I, 0; Complex.I, 1, 0; 0, 0, 0]

/-- The jump operator `s (σx + i σy)` has a positive semidefinite coefficient matrix, and its
longitudinal rate `4 s²` is the sum of its two transverse rates `2 s²`. -/
theorem decay_saturates (s : ℝ) :
    (decay s).PosSemidef ∧
      damping (decay s) = Matrix.diagonal ![2 * s ^ 2, 2 * s ^ 2, 4 * s ^ 2] := by
  constructor
  · have h : decay s = (!![(s : ℂ), -Complex.I * s, 0])ᴴ * !![(s : ℂ), -Complex.I * s, 0] := by
      ext i j
      fin_cases i <;> fin_cases j <;>
        simp [decay, Matrix.mul_apply, Complex.ext_iff, pow_two]
    rw [h]
    exact Matrix.posSemidef_conjTranspose_mul_self _
  · ext i j
    fin_cases i <;> fin_cases j <;>
      simp [damping, decay, Matrix.trace_fin_three, pow_two]
    ring
```

**Q:** Might there be further constraints on the three rates?

**A:** Not for a diagonal $\Gamma$. Given $g_0,g_1,g_2$ that satisfy the three inequalities, choose a diagonal $C$ with
$$c_i=\tfrac14(g_0+g_1+g_2)-\tfrac12g_i.$$
Each $c_i$ is a quarter of the margin in one inequality, hence nonnegative, and $2(\sum_jc_j-c_i)=g_i$. Nonnegative rates need no separate condition, since adding two of the inequalities gives it. The converse is `damping_rates` in the frame `O = 1`.

```lean
/-- Three numbers are the rates of a diagonal damping matrix with positive semidefinite `C`
exactly when each is at most the sum of the other two. -/
theorem rates_realizable_iff (g : Fin 3 → ℝ) :
    (∃ C : Matrix (Fin 3) (Fin 3) ℂ, C.PosSemidef ∧ damping C = Matrix.diagonal g) ↔
      g 0 ≤ g 1 + g 2 ∧ g 1 ≤ g 2 + g 0 ∧ g 2 ≤ g 0 + g 1 := by
  constructor
  · rintro ⟨C, hC, hg⟩
    have h : ∀ i j k : Fin 3, i ≠ j → j ≠ k → i ≠ k → g i ≤ g j + g k := by
      intro i j k hij hjk hik
      have h := (damping_rates hC (O := 1) (by simp) hij hjk hik).2
      simpa [hg] using h
    exact ⟨h 0 1 2 (by decide) (by decide) (by decide),
      h 1 2 0 (by decide) (by decide) (by decide),
      h 2 0 1 (by decide) (by decide) (by decide)⟩
  · rintro ⟨h0, h1, h2⟩
    -- solve the linear relation between the rates and a diagonal C
    have hc : ∀ i : Fin 3, 0 ≤ (g 0 + g 1 + g 2) / 4 - g i / 2 := by
      intro i
      match i with
      | 0 => linarith
      | 1 => linarith
      | 2 => linarith
    refine ⟨Matrix.diagonal
      (fun i => (((g 0 + g 1 + g 2) / 4 - g i / 2 : ℝ) : ℂ)), ?_, ?_⟩
    · exact Matrix.posSemidef_diagonal_iff.mpr fun i => Complex.zero_le_real.mpr (hc i)
    · ext i j
      fin_cases i <;> fin_cases j <;>
        simp [damping, Fin.sum_univ_three,
          -Complex.ofReal_sub, -Complex.ofReal_add,
          -Complex.ofReal_div] <;> ring

end

end QubitRelaxation
```

For a single-qubit simulation with this dissipator and a diagonal damping matrix, the theorem tells which triples of input rates are compatible with some positive semidefinite $C$. It leaves the drift free, and the diagonal $C$ constructed above has $b=0$. Prescribing a nonzero drift as well can exclude some triples: the rates $(0,2,2)$ force $C=\mathrm{diag}(1,0,0)$, and hence $b=0$.

```lean
#print axioms QubitRelaxation.dissipator_blochState
#print axioms QubitRelaxation.damping_rates
#print axioms QubitRelaxation.decay_saturates
#print axioms QubitRelaxation.rates_realizable_iff
```

```
'QubitRelaxation.dissipator_blochState' depends on axioms: [propext, Classical.choice, Quot.sound]
'QubitRelaxation.damping_rates' depends on axioms: [propext, Classical.choice, Quot.sound]
'QubitRelaxation.decay_saturates' depends on axioms: [propext, Classical.choice, Quot.sound]
'QubitRelaxation.rates_realizable_iff' depends on axioms: [propext, Classical.choice, Quot.sound]
```
